# Raising the occupied levels to or above the lowest conduction energy makes that energy the variational minimum

Here a state is occupied because its label belongs to a chosen set, not because its energy lies below a Fermi level. Every other state is a conduction state. No gap is assumed, and an occupied level may even lie above a conduction level. The Hamiltonian is Hermitian on a finite-dimensional space, the occupied states are exact orthonormal eigenstates of it, and at least one conduction state remains. The conduction states need not be known in advance.

Let H be the Hamiltonian on a finite-dimensional complex state space, with orthonormal eigenstates b_i and real energies e_i. Let occ be the set of occupied labels and Ec the lowest energy among the remaining labels. For a real number s, define the shifted Hamiltonian

H_s = H + Σ_{i ∈ occ} (s − e_i) |b_i⟩⟨b_i|

and, for an operator A and a nonzero state x, the Rayleigh quotient

R_A(x) = Re ⟨x, A x⟩ / ‖x‖².

If s ≥ Ec, then

min over x ≠ 0 of R_{H_s}(x) = Ec.

If at least one state is occupied, the condition s ≥ Ec is also necessary. If s > Ec, the minimisers are exactly the nonzero states that are orthogonal to every occupied orbital and satisfy H x = Ec x.

## Energy minimisation for conduction orbitals

A code that optimises localised orbitals on a grid by lowering an energy is drawn towards the low-lying states. Orbitals obtained in this way may describe the conduction states poorly. Once the occupied states are known, a second minimisation can use H_s in place of H, and the same kind of minimiser then works towards the bottom of the conduction levels. For a fixed one-particle Hamiltonian in finite dimension with exactly known occupied eigenstates, the result says which energy this second minimisation targets and how large s must be.

Localisation constraints restrict the trial states to a subset of the full space. The bound R_{H_s}(x) ≥ Ec still holds for each nonzero trial state, so the computed quotient approaches Ec from above or stops short of it. Whether Ec is reached depends on whether the subset contains a minimiser.

To find one lowest conduction state, s should lie strictly above Ec. At s = Ec, any occupied orbital also has quotient Ec, and the minimiser has no reason to prefer a conduction state. If the lowest m conduction states are wanted, s should lie above the highest of their energies. Otherwise a shifted occupied level can fall among the m lowest levels of H_s.

## From shifted levels to the minimum and its minimisers

The inner product is linear in its second argument. Apply H_s to an eigenstate b_i:

H_s b_i = e_i b_i + Σ_{j ∈ occ} (s − e_j) ⟨b_j, b_i⟩ b_j.

By orthonormality, only j = i can contribute to the sum, and it does so only if i is occupied. Hence

H_s b_i = f_i b_i, with f_i = s for i ∈ occ and f_i = e_i for i ∉ occ.

The basis states b_i remain eigenstates, the occupied levels all move to s, and the conduction levels stay where they were.

Now expand a nonzero state x with coefficients c_i = ⟨b_i, x⟩:

x = Σ_i c_i b_i,

‖x‖² = Σ_i |c_i|²,

⟨x, H_s x⟩ = Σ_i f_i |c_i|².

If s ≥ Ec, every f_i is at least Ec: the occupied ones by the condition on s, the others by the definition of Ec. Therefore

⟨x, H_s x⟩ ≥ Ec Σ_i |c_i|² = Ec ‖x‖²,

and division by ‖x‖² > 0 gives R_{H_s}(x) ≥ Ec. A conduction eigenstate with energy Ec attains the bound, so Ec is the minimum.

For necessity, take an occupied orbital b_i as trial state. Its quotient is s. If Ec is the minimum, then Ec ≤ s.

For the minimisers, let s > Ec and suppose that R_{H_s}(x) = Ec. Then

Σ_i (f_i − Ec) |c_i|² = 0.

No term is negative, so each one vanishes. For an occupied i, f_i − Ec = s − Ec > 0, which forces c_i = 0. For a conduction label i, either c_i = 0 or e_i = Ec. Consequently

H x = Σ_i e_i c_i b_i = Ec Σ_i c_i b_i = Ec x.

Conversely, if x is nonzero, orthogonal to all occupied orbitals and satisfies H x = Ec x, the added projectors give zero on x. Then H_s x = Ec x, and the quotient is Ec.

Three levels −1, 2 and 3, with the first occupied, show the effect. The minimum for H is −1. With s = 4 the levels become 4, 2 and 3, and the minimum is 2, the lowest conduction energy. With s = 0 they become 0, 2 and 3, and the minimum is 0, at the occupied orbital.

## The Lean file

```lean
import Mathlib

open scoped InnerProductSpace

namespace OccupiedLevelShift

noncomputable section

variable {ι E : Type*} [Fintype ι] [NormedAddCommGroup E] [InnerProductSpace ℂ E]

/-- The rank-one operator `|v⟩⟨v|`, sending `x` to `⟨v, x⟩ v`. -/
def ketBra (v : E) : E →ₗ[ℂ] E where
  toFun x := inner ℂ v x • v
  map_add' x y := by rw [inner_add_right, add_smul]
  map_smul' a x := by rw [inner_smul_right, mul_smul, RingHom.id_apply]

/-- The orthonormal basis `b` consists of eigenstates of `H` with real energies `e`. -/
def IsEigenbasis (H : E →ₗ[ℂ] E) (b : OrthonormalBasis ι ℂ E) (e : ι → ℝ) : Prop :=
  ∀ i, H (b i) = (e i : ℂ) • b i

/-- The shifted Hamiltonian `H + ∑ (s - e i) |b i⟩⟨b i|`, summed over the occupied states. -/
def shifted (H : E →ₗ[ℂ] E) (b : OrthonormalBasis ι ℂ E) (e : ι → ℝ)
    (occ : Finset ι) (s : ℝ) : E →ₗ[ℂ] E :=
  H + ∑ i ∈ occ, ((s - e i : ℝ) : ℂ) • ketBra (b i)

/-- The Rayleigh quotient `Re ⟨x, A x⟩ / ⟨x, x⟩` of a nonzero state `x`. -/
def rayleigh (A : E →ₗ[ℂ] E) (x : E) : ℝ :=
  (inner ℂ x (A x)).re / ‖x‖ ^ 2

variable {H : E →ₗ[ℂ] E} {b : OrthonormalBasis ι ℂ E} {e : ι → ℝ}

/-- An operator with an orthonormal eigenbasis and real energies acts on a state by multiplying each
eigenbasis component by its energy. -/
theorem apply_expansion (h : IsEigenbasis H b e) (x : E) :
    H x = ∑ i, inner ℂ (b i) x • ((e i : ℂ) • b i) := by
  conv_lhs => rw [← b.sum_repr' x]
  rw [map_sum]
  refine Finset.sum_congr rfl fun i _ => ?_
  rw [map_smul, h i]

/-- In an orthonormal eigenbasis of `H`, `Re ⟨x, H x⟩` is the sum of the eigenenergies weighted by
the squared moduli of the eigenbasis components. -/
theorem energy_expansion (h : IsEigenbasis H b e) (x : E) :
    (inner ℂ x (H x)).re = ∑ i, e i * ‖inner ℂ (b i) x‖ ^ 2 := by
  rw [apply_expansion h x, inner_sum, Complex.re_sum]
  refine Finset.sum_congr rfl fun i _ => ?_
  rw [inner_smul_right, inner_smul_right, ← inner_conj_symm x (b i)]
  generalize inner ℂ (b i) x = c
  rw [Complex.sq_norm, Complex.normSq_apply]
  simp only [Complex.mul_re, Complex.mul_im, Complex.ofReal_re, Complex.ofReal_im,
    Complex.conj_re, Complex.conj_im]
  ring

/-- The Rayleigh quotient of a nonzero eigenstate is its real eigenvalue. -/
theorem rayleigh_of_eigenstate {A : E →ₗ[ℂ] E} {x : E} {a : ℝ}
    (hA : A x = (a : ℂ) • x) (hx : x ≠ 0) : rayleigh A x = a := by
  have hn : (inner ℂ x x).re = ‖x‖ ^ 2 := inner_self_eq_norm_sq (𝕜 := ℂ) x
  rw [rayleigh, hA, inner_smul_right, Complex.re_ofReal_mul, hn]
  exact mul_div_cancel_right₀ a (pow_ne_zero 2 (norm_ne_zero_iff.mpr hx))

/-- Variational principle: the minimum Rayleigh quotient over nonzero states is the
lowest energy of the eigenbasis. -/
theorem isLeast_rayleigh (h : IsEigenbasis H b e) (c : ι) (hc : ∀ i, e c ≤ e i) :
    IsLeast (rayleigh H '' {x | x ≠ 0}) (e c) := by
  constructor
  · exact ⟨b c, b.orthonormal.ne_zero c,
      rayleigh_of_eigenstate (h c) (b.orthonormal.ne_zero c)⟩
  · rintro _ ⟨x, hx, rfl⟩
    have hpos : 0 < ‖x‖ ^ 2 := pow_pos (norm_pos_iff.mpr hx) 2
    rw [rayleigh, le_div_iff₀ hpos, energy_expansion h, ← b.sum_sq_norm_inner_right x,
      Finset.mul_sum]
    exact Finset.sum_le_sum fun i _ => mul_le_mul_of_nonneg_right (hc i) (sq_nonneg _)

/-- The shifted Hamiltonian adds to `H x` the occupied components of `x`, each
multiplied by `s - e i`. -/
theorem shifted_apply (occ : Finset ι) (s : ℝ) (x : E) :
    shifted H b e occ s x =
      H x + ∑ i ∈ occ, ((s - e i : ℝ) : ℂ) • (inner ℂ (b i) x • b i) := by
  simp only [shifted, LinearMap.add_apply, LinearMap.sum_apply, LinearMap.smul_apply,
    ketBra, LinearMap.coe_mk, AddHom.coe_mk]

/-- The shift keeps the eigenbasis, moves every occupied level to `s` and leaves every
conduction level unchanged. -/
theorem shifted_isEigenbasis [DecidableEq ι] (h : IsEigenbasis H b e)
    (occ : Finset ι) (s : ℝ) :
    IsEigenbasis (shifted H b e occ s) b (fun i => if i ∈ occ then s else e i) := by
  intro i
  change _ = ((if i ∈ occ then s else e i : ℝ) : ℂ) • b i
  -- orthonormality leaves at most one projector
  have hsum : ∑ j ∈ occ, ((s - e j : ℝ) : ℂ) • (inner ℂ (b j) (b i) • b j) =
      if i ∈ occ then ((s - e i : ℝ) : ℂ) • b i else 0 := by
    simp only [orthonormal_iff_ite.mp b.orthonormal, ite_smul, one_smul, zero_smul,
      smul_ite, smul_zero, Finset.sum_ite_eq']
  rw [shifted_apply, h i, hsum]
  split_ifs with hi
  · rw [← add_smul]
    congr 1
    push_cast
    ring
  · rw [add_zero]

/-- If `s` is at least the lowest conduction energy `Ec`, the minimum Rayleigh quotient of
the shifted Hamiltonian over nonzero states is `Ec`. -/
theorem isLeast_rayleigh_shifted (h : IsEigenbasis H b e) {occ : Finset ι} {s Ec : ℝ}
    (hE : IsLeast (e '' {i | i ∉ occ}) Ec) (hs : Ec ≤ s) :
    IsLeast (rayleigh (shifted H b e occ s) '' {x | x ≠ 0}) Ec := by
  classical
  obtain ⟨⟨c, hc, rfl⟩, hmin⟩ := hE
  have hc' : c ∉ occ := hc
  have key := isLeast_rayleigh (shifted_isEigenbasis h occ s) c (fun i => by
    by_cases hi : i ∈ occ
    · simpa only [if_neg hc', if_pos hi] using hs
    · have h1 : e c ≤ e i := hmin ⟨i, hi, rfl⟩
      simpa only [if_neg hc', if_neg hi] using h1)
  simpa only [if_neg hc'] using key

/-- When at least one state is occupied, the minimum Rayleigh quotient of the shifted
Hamiltonian is the lowest conduction energy `Ec` exactly when `Ec ≤ s`. -/
theorem isLeast_rayleigh_shifted_iff (h : IsEigenbasis H b e) {occ : Finset ι} {s Ec : ℝ}
    (hE : IsLeast (e '' {i | i ∉ occ}) Ec) (hocc : occ.Nonempty) :
    IsLeast (rayleigh (shifted H b e occ s) '' {x | x ≠ 0}) Ec ↔ Ec ≤ s := by
  classical
  refine ⟨fun hl => ?_, isLeast_rayleigh_shifted h hE⟩
  -- an occupied orbital is a trial state with quotient `s`
  obtain ⟨i, hi⟩ := hocc
  have hb := shifted_isEigenbasis h occ s i
  simp only [if_pos hi] at hb
  exact hl.2 ⟨b i, b.orthonormal.ne_zero i,
    rayleigh_of_eigenstate hb (b.orthonormal.ne_zero i)⟩

/-- If `s` lies above the lowest conduction energy `Ec`, a nonzero state has shifted
Rayleigh quotient `Ec` exactly when it is orthogonal to all occupied states and is an
eigenstate of `H` with energy `Ec`. -/
theorem rayleigh_shifted_eq_iff (h : IsEigenbasis H b e) {occ : Finset ι} {s Ec : ℝ}
    (hE : IsLeast (e '' {i | i ∉ occ}) Ec) (hs : Ec < s) {x : E} (hx : x ≠ 0) :
    rayleigh (shifted H b e occ s) x = Ec ↔
      (∀ i ∈ occ, inner ℂ (b i) x = 0) ∧ H x = (Ec : ℂ) • x := by
  classical
  constructor
  · intro hr
    have hpos : 0 < ‖x‖ ^ 2 := pow_pos (norm_pos_iff.mpr hx) 2
    rw [rayleigh, div_eq_iff hpos.ne', energy_expansion (shifted_isEigenbasis h occ s),
      ← b.sum_sq_norm_inner_right x, Finset.mul_sum] at hr
    have hle : ∀ i, Ec ≤ if i ∈ occ then s else e i := by
      intro i
      split_ifs with hi
      · exact hs.le
      · exact hE.2 ⟨i, hi, rfl⟩
    -- equal sums with ordered terms agree term by term
    have hz : ∀ i ∈ Finset.univ, Ec * ‖inner ℂ (b i) x‖ ^ 2 =
        (if i ∈ occ then s else e i) * ‖inner ℂ (b i) x‖ ^ 2 :=
      (Finset.sum_eq_sum_iff_of_le fun i _ =>
        mul_le_mul_of_nonneg_right (hle i) (sq_nonneg _)).mp hr.symm
    have hocc : ∀ i ∈ occ, inner ℂ (b i) x = 0 := by
      intro i hi
      have h1 := hz i (Finset.mem_univ i)
      rw [if_pos hi] at h1
      by_contra hne
      have h2 : 0 < ‖inner ℂ (b i) x‖ ^ 2 := pow_pos (norm_pos_iff.mpr hne) 2
      nlinarith [mul_pos (sub_pos.mpr hs) h2]
    refine ⟨hocc, ?_⟩
    rw [apply_expansion h x]
    conv_rhs => rw [← b.sum_repr' x]
    rw [Finset.smul_sum]
    refine Finset.sum_congr rfl fun i _ => ?_
    by_cases h0 : inner ℂ (b i) x = 0
    · rw [h0, zero_smul, zero_smul, smul_zero]
    · have hi : i ∉ occ := fun hi => h0 (hocc i hi)
      have h1 := hz i (Finset.mem_univ i)
      rw [if_neg hi] at h1
      have h2 : Ec = e i :=
        mul_right_cancel₀ (pow_ne_zero 2 (norm_ne_zero_iff.mpr h0)) h1
      rw [h2, smul_comm]
  · rintro ⟨hocc, hH⟩
    have hz : ∑ i ∈ occ, ((s - e i : ℝ) : ℂ) • (inner ℂ (b i) x • b i) = 0 :=
      Finset.sum_eq_zero fun i hi => by rw [hocc i hi, zero_smul, smul_zero]
    exact rayleigh_of_eigenstate (by rw [shifted_apply, hH, hz, add_zero]) hx

/-- The three-level Hamiltonian with energies `-1, 2, 3` in the standard basis has that
basis as eigenbasis, and with the first state occupied its lowest conduction energy is `2`. -/
theorem isEigenbasis_witness :
    IsEigenbasis
      (∑ i, ((![-1, 2, 3] i : ℝ) : ℂ) • ketBra (EuclideanSpace.basisFun (Fin 3) ℂ i))
      (EuclideanSpace.basisFun (Fin 3) ℂ) ![-1, 2, 3] ∧
    IsLeast ((![-1, 2, 3] : Fin 3 → ℝ) '' {i | i ∉ ({0} : Finset (Fin 3))}) 2 := by
  refine ⟨fun i => ?_, ⟨1, by simp, rfl⟩, ?_⟩
  · simp only [LinearMap.sum_apply, LinearMap.smul_apply, ketBra, LinearMap.coe_mk,
      AddHom.coe_mk, orthonormal_iff_ite.mp (EuclideanSpace.basisFun (Fin 3) ℂ).orthonormal,
      ite_smul, one_smul, zero_smul, smul_ite, smul_zero, Finset.sum_ite_eq',
      Finset.mem_univ, if_true]
  · rintro _ ⟨i, hi, rfl⟩
    fin_cases i
    · exact (hi (by simp)).elim
    · change (2 : ℝ) ≤ 2
      exact le_rfl
    · change (2 : ℝ) ≤ 3
      norm_num

end

end OccupiedLevelShift
```

```lean
#print axioms OccupiedLevelShift.isLeast_rayleigh_shifted_iff
#print axioms OccupiedLevelShift.rayleigh_shifted_eq_iff
```

```
'OccupiedLevelShift.isLeast_rayleigh_shifted_iff' depends on axioms: [propext, Classical.choice, Quot.sound]
'OccupiedLevelShift.rayleigh_shifted_eq_iff' depends on axioms: [propext, Classical.choice, Quot.sound]
```

## How the Lean statements represent the orbitals and the minimum

The state space is `E`, a complex inner product space, and the labels form a finite type `ι`. The orthonormal basis `b` spans all of `E`. The predicate `IsEigenbasis H b e` says that each `b i` is an eigenstate of `H` with the real energy `e i`. Hermiticity is not a separate hypothesis, because an operator with an orthonormal basis of eigenstates and real eigenvalues is Hermitian.

The occupied labels are `occ : Finset ι`. The hypothesis `IsLeast (e '' {i | i ∉ occ}) Ec` says that `Ec` is the energy of some conduction state and that no conduction state has a lower one. It therefore requires a nonempty conduction set. The occupied set may be empty in `isLeast_rayleigh_shifted`, in which case the shifted operator is `H` itself.

The function `rayleigh` divides by the squared norm, so trial states need not be normalised. The conclusion of `isLeast_rayleigh_shifted` is again an `IsLeast` statement, now for the set of quotients of all nonzero states: `Ec` is a lower bound and some state attains it. The theorem `isLeast_rayleigh_shifted_iff` adds the hypothesis `occ.Nonempty` and turns the condition on `s` into an equivalence. The theorem `rayleigh_shifted_eq_iff` describes the minimisers under the strict inequality `Ec < s`.

## Comparing the energy sums in the proof

`apply_expansion` writes `H x` in the eigenbasis, and `energy_expansion` turns Re ⟨x, H x⟩ into the weighted sum of energies. `rayleigh_of_eigenstate` supplies the quotient of an eigenstate. With these, `isLeast_rayleigh` proves the variational principle for any operator with such an eigenbasis: `Finset.sum_le_sum` compares the two sums term by term, and the eigenstate `b c` attains the bound.

`shifted_apply` writes out the added projectors, and `shifted_isEigenbasis` finds the levels f_i by using orthonormality to reduce the projector sum to at most one term. The main theorem then applies `isLeast_rayleigh` to the shifted operator, treating occupied and conduction labels as separate cases. The converse in `isLeast_rayleigh_shifted_iff` uses an occupied orbital as trial state.

For the minimisers, `Finset.sum_eq_sum_iff_of_le` carries the step from equal sums to equal terms. A nonzero occupied component would contradict `Ec < s`, which `nlinarith` detects. For the other nonzero components, cancelling the squared modulus gives `Ec = e i`. Finally, `isEigenbasis_witness` confirms that the three-level Hamiltonian above satisfies the eigenbasis hypothesis and has lowest conduction energy 2.

## Approximate orbitals, several states and convergence

The projectors are built from exact eigenstates of the same H that is being shifted. In a calculation, the occupied orbitals are converged only to a tolerance, and H may have changed since they were computed. The theorems give no error estimate for either case.

They also concern one trial state at a time. A code that optimises several conduction orbitals together minimises a different functional, usually with orthogonality constraints or an overlap matrix, and that functional is not treated here. Fractional occupations are likewise absent, since each label is either in `occ` or not.

The eigenproblem is the one on the chosen finite space. Its Ec is the conduction energy of the discretised Hamiltonian, and the distance to the continuum value is a separate question. Self-consistent updates of H during the minimisation are not modelled.

Finally, the result identifies the minimum and the states that attain it, but it says nothing about whether a particular algorithm gets there. An iteration can stall, and rounding errors can bring occupied components back into a trial state. A useful check on the output follows from the description of the minimisers: for s > Ec, the overlaps with the occupied orbitals and the residual H x − Ec x should both be small for a normalised state x whose quotient has converged to Ec. If the computed quotient stands in for Ec, a higher conduction eigenstate passes the same test, so passing it does not show that the minimum has been reached.
